# Tamm–Dancoff underestimates the singlet–triplet gap of one electron–hole pair only below a threshold exchange

## Neither energy goes down, so what happens to their difference?

Take a single electron–hole pair of a closed-shell system, treated with the static Bethe–Salpeter equation and described by three real parameters. \(d\) is the pair energy, with the direct electron–hole attraction of the resonant block already included. \(K>0\) is the electron–hole exchange. \(w\), with \(0\le w<d\), is the direct attraction in the block that couples excitation to de-excitation.

The Tamm–Dancoff approximation drops that coupling block. In this model it never lowers either the singlet or the triplet energy. I expected the two errors to cancel roughly in the singlet–triplet gap, or at least to have a fixed sign. With \(d=5\), \(w=3\), however, the Tamm–Dancoff gap is too small at \(K=3\) and too large at \(K=6\). What decides the sign?

## The sign changes at \(K=d+w-\sqrt{d^2-w^2}\)

Tamm–Dancoff underestimates the gap when \(K\) is below this value and overestimates it when \(K\) is above. For your numbers the threshold is \(4\), where both gaps equal \(8\).

In the basis of the up-up and down-down spin channels, the resonant and coupling blocks are
\[
A=\begin{pmatrix} d+K & K\\ K & d+K\end{pmatrix},\qquad
B=\begin{pmatrix} K-w & K\\ K & K-w\end{pmatrix}.
\]
A mode of frequency \(\Omega\) is a pair \((X,Y)\), not both zero, with
\[
AX+BY=\Omega X,\qquad -BX-AY=\Omega Y .
\]
The normalised singlet is \((1,1)/\sqrt2\) and the normalised triplet is \((1,-1)/\sqrt2\). Both are eigenvectors of both blocks. Write \(a\) for the eigenvalue of \(A\) and \(b\) for that of \(B\):

- singlet: \(a=d+2K\), \(b=2K-w\);
- triplet: \(a=d\), \(b=-w\).

The values of \(a\) are the Tamm–Dancoff energies, so the Tamm–Dancoff gap is \(2K\).

For the full energies, put \(X=xv\) and \(Y=yv\) with \(v\) one of these vectors. The equations become
\[
(\Omega-a)x=by,\qquad (\Omega+a)y=-bx .
\]
Multiplying the first by \(\Omega+a\) and inserting the second gives \((\Omega^2-a^2+b^2)x=0\). Multiplying the second by \(\Omega-a\) and inserting the first gives the same equation for \(y\). Since \(x\) and \(y\) are not both zero, \(\Omega^2=a^2-b^2\).

Conversely, if \(\Omega^2=a^2-b^2\), then \(x=a+\Omega\), \(y=-b\) solves both equations. If \(a+\Omega=0\), then \(b=0\), and \(x=0\), \(y=1\) is a solution instead.

Factoring \(a^2-b^2=(a-b)(a+b)\) gives the positive frequencies
\[
S=\sqrt{(d+w)(d+4K-w)},\qquad T=\sqrt{d^2-w^2}
\]
for singlet and triplet. Neither exceeds its \(a\), as you noticed, but the two reductions need not be equal: both \(a\) and \(b\) differ between singlet and triplet.

Underestimation means \(2K<S-T\), that is, \(2K+T<S\). Both sides are nonnegative, so their squares can be compared. Since \(S^2=T^2+4K(d+w)\),
\[
S^2-(2K+T)^2=4K\,(d+w-T-K).
\]
As \(K>0\), the bracket fixes the sign, and this gives the threshold.

Two tests avoid the square root. If \(0<K\le w<d\), then \(T<d\), so the threshold exceeds \(w\ge K\) and the gap is underestimated. If \(K>2w\), then \(d^2-w^2\ge(d-w)^2\) gives \(T\ge d-w\), so the threshold is at most \(2w<K\) and the gap is overestimated. A physical pair has \(w\le K\), as explained with the model's assumptions below, so for it the first test covers only the unscreened case \(K=w\).

The condition \(K>0\) can't be relaxed to \(K\ge0\). At \(d=5\), \(w=3\), \(K=0\), both gaps vanish, so nothing is underestimated, although \(K=0\) lies below the threshold \(4\). This tests the algebra only; these values do not describe a physical pair, for the reason given with the model's assumptions below.

For electronic-structure work, the result shows that even in a static model with a single pair, the Tamm–Dancoff error in the exchange splitting has no fixed sign.

Here is the argument in Lean 4 with Mathlib.

```lean
import Mathlib

open Matrix

namespace ExcitonExchangeSplitting

noncomputable section

/-- Resonant block for one electron-hole pair in the spin channels up-up and down-down:
pair energy `d` and exchange `K`. -/
def resonant (d K : ℝ) : Matrix (Fin 2) (Fin 2) ℝ := !![d + K, K; K, d + K]

/-- Block coupling excitation to de-excitation: exchange `K` and direct attraction `w`. -/
def coupling (w K : ℝ) : Matrix (Fin 2) (Fin 2) ℝ := !![K - w, K; K, K - w]

/-- The spin-even combination of the two channels. -/
def singlet : Fin 2 → ℝ := ![1, 1]

/-- The spin-odd combination of the two channels. -/
def triplet : Fin 2 → ℝ := ![1, -1]

/-- `(X, Y)` is a nonzero solution, with frequency `Ω`, of the Bethe-Salpeter equations
with resonant block `A` and coupling block `B`. -/
def IsMode {n : Type*} [Fintype n] (A B : Matrix n n ℝ) (Ω : ℝ) (X Y : n → ℝ) : Prop :=
  (X ≠ 0 ∨ Y ≠ 0) ∧ A *ᵥ X + B *ᵥ Y = Ω • X ∧ -(B *ᵥ X) - A *ᵥ Y = Ω • Y

/-- Tamm-Dancoff singlet energy. -/
def tdaSinglet (d K : ℝ) : ℝ := d + 2 * K

/-- Tamm-Dancoff triplet energy. -/
def tdaTriplet (d : ℝ) : ℝ := d

/-- Full singlet energy, for a nonnegative radicand. -/
def fullSinglet (d w K : ℝ) : ℝ := √((d + w) * (d + 4 * K - w))

/-- Full triplet energy, for `|w| ≤ |d|`. -/
def fullTriplet (d w : ℝ) : ℝ := √(d ^ 2 - w ^ 2)

/-- The singlet and triplet combinations are eigenvectors of the resonant block, with the
Tamm-Dancoff energies as eigenvalues. -/
theorem tda_energies (d K : ℝ) :
    resonant d K *ᵥ singlet = tdaSinglet d K • singlet ∧
      resonant d K *ᵥ triplet = tdaTriplet d • triplet := by
  constructor <;> ext i <;> fin_cases i <;>
    simp [resonant, singlet, triplet, tdaSinglet, tdaTriplet, Matrix.mulVec, dotProduct,
      Fin.sum_univ_two] <;> ring

/-- The coupling block acts on the singlet as `2K - w` and on the triplet as `-w`. -/
theorem coupling_strengths (w K : ℝ) :
    coupling w K *ᵥ singlet = (2 * K - w) • singlet ∧
      coupling w K *ᵥ triplet = (-w) • triplet := by
  constructor <;> ext i <;> fin_cases i <;>
    simp [coupling, singlet, triplet, Matrix.mulVec, dotProduct, Fin.sum_univ_two] <;> ring

/-- Along a common nonzero eigenvector of the two blocks, with eigenvalues `a` and `b`, a
Bethe-Salpeter mode of frequency `Ω` exists exactly when `Ω² = a² - b²`. -/
theorem mode_iff {n : Type*} [Fintype n] {A B : Matrix n n ℝ} {v : n → ℝ} {a b Ω : ℝ}
    (hv : v ≠ 0) (hA : A *ᵥ v = a • v) (hB : B *ᵥ v = b • v) :
    (∃ x y : ℝ, IsMode A B Ω (x • v) (y • v)) ↔ Ω ^ 2 = a ^ 2 - b ^ 2 := by
  constructor
  · rintro ⟨x, y, h0, h1, h2⟩
    obtain ⟨k, hk⟩ := Function.ne_iff.mp hv
    have hk' : v k ≠ 0 := hk
    simp only [Matrix.mulVec_smul, hA, hB] at h1 h2
    -- read off the two scalar equations for the amplitudes
    have e1 := congrFun h1 k
    have e2 := congrFun h2 k
    simp only [Pi.add_apply, Pi.sub_apply, Pi.neg_apply, Pi.smul_apply, smul_eq_mul] at e1 e2
    have f1 : a * x + b * y = Ω * x := mul_right_cancel₀ hk' (by linear_combination e1)
    have f2 : -(b * x) - a * y = Ω * y := mul_right_cancel₀ hk' (by linear_combination e2)
    have gx : (Ω ^ 2 - (a ^ 2 - b ^ 2)) * x = 0 := by
      linear_combination -(a + Ω) * f1 - b * f2
    have gy : (Ω ^ 2 - (a ^ 2 - b ^ 2)) * y = 0 := by
      linear_combination (a - Ω) * f2 + b * f1
    rcases h0 with h0 | h0
    · have hx : x ≠ 0 := fun h => h0 (by rw [h, zero_smul])
      exact sub_eq_zero.mp ((mul_eq_zero.mp gx).resolve_right hx)
    · have hy : y ≠ 0 := fun h => h0 (by rw [h, zero_smul])
      exact sub_eq_zero.mp ((mul_eq_zero.mp gy).resolve_right hy)
  · intro hΩ
    by_cases h : a + Ω = 0
    · -- uncoupled case: a pure de-excitation
      have hb2 : b ^ 2 = 0 := by linear_combination hΩ + (a - Ω) * h
      have hb : b = 0 := pow_eq_zero_iff (two_ne_zero) |>.mp hb2
      have ha : a = -Ω := by linarith
      refine ⟨0, 1, Or.inr (smul_ne_zero one_ne_zero hv), ?_, ?_⟩
      · simp only [Matrix.mulVec_smul, hA, hB, hb]
        module
      · simp only [Matrix.mulVec_smul, hA, hB, hb, ha]
        module
    · -- amplitudes `a + Ω` and `-b`
      refine ⟨a + Ω, -b, Or.inl (smul_ne_zero h hv), ?_, ?_⟩
      · simp only [Matrix.mulVec_smul, hA, hB]
        ext k
        simp only [Pi.add_apply, Pi.smul_apply, smul_eq_mul]
        linear_combination (-v k) * hΩ
      · simp only [Matrix.mulVec_smul, hA, hB]
        module

/-- A positive frequency belongs to a singlet (triplet) Bethe-Salpeter mode exactly when it
equals the full singlet (triplet) energy. -/
theorem full_energies {d w K Ω : ℝ} (hΩ : 0 < Ω) :
    ((∃ x y : ℝ, IsMode (resonant d K) (coupling w K) Ω (x • singlet) (y • singlet)) ↔
        Ω = fullSinglet d w K) ∧
      ((∃ x y : ℝ, IsMode (resonant d K) (coupling w K) Ω (x • triplet) (y • triplet)) ↔
        Ω = fullTriplet d w) := by
  have root : ∀ z : ℝ, Ω ^ 2 = z ↔ Ω = √z := by
    intro z
    constructor
    · intro h
      rw [← h, Real.sqrt_sq hΩ.le]
    · intro h
      have hz : 0 < z := Real.sqrt_pos.mp (by rw [← h]; exact hΩ)
      rw [h, Real.sq_sqrt hz.le]
  have hs : singlet ≠ 0 := fun h => by simpa [singlet] using congrFun h 0
  have ht : triplet ≠ 0 := fun h => by simpa [triplet] using congrFun h 0
  constructor
  · rw [mode_iff hs (tda_energies d K).1 (coupling_strengths w K).1, fullSinglet, ← root]
    have e : tdaSinglet d K ^ 2 - (2 * K - w) ^ 2 = (d + w) * (d + 4 * K - w) := by
      unfold tdaSinglet
      ring
    rw [e]
  · rw [mode_iff ht (tda_energies d K).2 (coupling_strengths w K).2, fullTriplet, ← root]
    have e : tdaTriplet d ^ 2 - (-w) ^ 2 = d ^ 2 - w ^ 2 := by
      unfold tdaTriplet
      ring
    rw [e]

/-- For `0 ≤ w < d` and `K > 0`, the squared full singlet energy minus the square of (`2K` plus the
full triplet energy) equals `4K (d + w - √(d² - w²) - K)`. -/
theorem gap_identity {d w K : ℝ} (hw : 0 ≤ w) (hwd : w < d) (hK : 0 < K) :
    fullSinglet d w K ^ 2 - (2 * K + fullTriplet d w) ^ 2 =
      4 * K * (d + w - √(d ^ 2 - w ^ 2) - K) := by
  have h1 : 0 ≤ (d + w) * (d + 4 * K - w) := mul_nonneg (by linarith) (by linarith)
  have h2 : 0 ≤ d ^ 2 - w ^ 2 := by nlinarith
  unfold fullSinglet fullTriplet
  rw [Real.sq_sqrt h1]
  linear_combination -Real.sq_sqrt h2

/-- For `0 ≤ w < d` and `K > 0`, Tamm-Dancoff underestimates the singlet-triplet gap exactly
when `K < d + w - √(d² - w²)`, and overestimates it exactly when `K` is above this value. -/
theorem tda_gap_comparison {d w K : ℝ} (hw : 0 ≤ w) (hwd : w < d) (hK : 0 < K) :
    (tdaSinglet d K - tdaTriplet d < fullSinglet d w K - fullTriplet d w ↔
        K < d + w - √(d ^ 2 - w ^ 2)) ∧
      (fullSinglet d w K - fullTriplet d w < tdaSinglet d K - tdaTriplet d ↔
        d + w - √(d ^ 2 - w ^ 2) < K) := by
  have key := gap_identity hw hwd hK
  have hS : 0 ≤ fullSinglet d w K := Real.sqrt_nonneg _
  have hT : 0 ≤ fullTriplet d w := Real.sqrt_nonneg _
  have hg : tdaSinglet d K - tdaTriplet d = 2 * K := by
    unfold tdaSinglet tdaTriplet
    ring
  rw [hg]
  -- in each direction, compare squares and read off the sign of the identity
  refine ⟨⟨fun h => ?_, fun h => ?_⟩, ⟨fun h => ?_, fun h => ?_⟩⟩
  · by_contra hc
    nlinarith [mul_nonneg hK.le (sub_nonneg.mpr (not_lt.mp hc))]
  · by_contra hc
    nlinarith [mul_pos hK (sub_pos.mpr h)]
  · by_contra hc
    nlinarith [mul_nonneg hK.le (sub_nonneg.mpr (not_lt.mp hc))]
  · by_contra hc
    nlinarith [mul_pos hK (sub_pos.mpr h)]

/-- If `0 < K ≤ w < d`, Tamm-Dancoff underestimates the singlet-triplet gap. -/
theorem tda_underestimates_of_le {d w K : ℝ} (hK : 0 < K) (hKw : K ≤ w) (hwd : w < d) :
    tdaSinglet d K - tdaTriplet d < fullSinglet d w K - fullTriplet d w := by
  have hw : 0 < w := by linarith
  have ht : √(d ^ 2 - w ^ 2) < d := (Real.sqrt_lt' (by linarith)).mpr (by nlinarith)
  exact (tda_gap_comparison hw.le hwd hK).1.mpr (by linarith)

/-- If `0 ≤ w < d` and `K > 2w`, Tamm-Dancoff overestimates the singlet-triplet gap. -/
theorem tda_overestimates_of_lt {d w K : ℝ} (hw : 0 ≤ w) (hwd : w < d) (hK : 2 * w < K) :
    fullSinglet d w K - fullTriplet d w < tdaSinglet d K - tdaTriplet d := by
  have ht : d - w ≤ √(d ^ 2 - w ^ 2) :=
    (Real.le_sqrt' (by linarith)).mpr (by nlinarith [mul_nonneg hw (sub_pos.mpr hwd).le])
  exact (tda_gap_comparison hw hwd (by linarith)).2.mpr (by linarith)

end

end ExcitonExchangeSplitting
```

```lean
#print axioms ExcitonExchangeSplitting.full_energies
-- 'ExcitonExchangeSplitting.full_energies' depends on axioms: [propext, Classical.choice, Quot.sound]
#print axioms ExcitonExchangeSplitting.tda_underestimates_of_le
-- 'ExcitonExchangeSplitting.tda_underestimates_of_le' depends on axioms: [propext, Classical.choice, Quot.sound]
#print axioms ExcitonExchangeSplitting.tda_overestimates_of_lt
-- 'ExcitonExchangeSplitting.tda_overestimates_of_lt' depends on axioms: [propext, Classical.choice, Quot.sound]
```

The matrices \(A\) and \(B\) are `resonant d K` and `coupling w K`. The vectors `singlet` and `triplet` are left unnormalised, which does not affect eigenvalues or frequencies. `IsMode` contains the two mode equations and the requirement that \(X\) or \(Y\) be nonzero; it imposes no normalisation on the amplitudes.

`full_energies` says that a positive \(\Omega\) is the frequency of a mode with both amplitudes along the singlet exactly when it equals `fullSinglet d w K`, and likewise for the triplet. The square roots are thus derived from the mode equations. `tda_gap_comparison` states both strict comparisons as equivalences, under \(0\le w<d\) and \(K>0\).

The form of the two blocks is assumed. It describes real, static matrix elements and one spatial pair, without mixing between pairs. For such a pair, \(K\) and \(w\) are the bare and the statically screened Coulomb integrals of the same transition density, so \(w\le K\), with equality when there is no screening. The theorems do not impose this, and their cases with \(K<w\) are purely algebraic. Both signs of the error still occur with \(w\le K\), as \(K=3\) and \(K=6\) show for \(d=5\), \(w=3\). The triplet here is the component with zero spin projection; the spin-flip channels are absent.

`tda_energies` and `coupling_strengths` check the four eigenvalue equations entry by entry. `mode_iff` is the elimination above, for a common eigenvector of two real square matrices of any finite size. It picks a component where \(v\) is nonzero and cancels it to get the scalar equations `f1` and `f2`. Then `gx` and `gy` are the two eliminated equations. The converse splits on whether \(a+\Omega=0\) and supplies the amplitudes given above.

In `full_energies`, the auxiliary statement `root` uses \(\Omega>0\) to pass between \(\Omega^2=z\) and \(\Omega=\sqrt z\). `gap_identity` is the formula for \(S^2-(2K+T)^2\), after checking that both radicands are nonnegative. `tda_gap_comparison` proves each of its four implications by contradiction: `nlinarith` combines the identity with the signs of \(K\), \(S\) and \(T\), which does the work of comparing squares. The last two theorems bound \(\sqrt{d^2-w^2}\) by \(d\) from above and by \(d-w\) from below, and then apply the comparison.
